# A coupling has an exact automaton MPO with D channels if and only if its Hankel matrices have rank at most D

## Long-range couplings in a DMRG run

Many DMRG programs take the Hamiltonian in the form of a matrix product operator (MPO). For long-range interactions on a chain, a common step is to fit the coupling by a sum of exponentials and to give each exponential one channel of the MPO bond. The result below says which couplings a fixed number of channels reproduces exactly on chains of every length, for pair interactions on a one-dimensional chain whose strength depends only on the separation.

Let $f(r)$ be the complex coupling between two sites with $r$ sites between them, so that $f(0)$ is the nearest-neighbour value. With operators $X_i$ and $Y_j$ on sites $i$ and $j$, the Hamiltonian of $N$ sites, which is not required to be Hermitian here, is

$$H_N=\sum_{0\le i<j<N} f(j-i-1)\,X_iY_j .$$

An automaton MPO reads the chain from left to right. Its bond has a start state, $D$ channels and a done state. A vector $v$ opens the channels at $X_i$, a $D\times D$ matrix $M$ carries them across each intermediate site, and a vector $u$ closes them at $Y_j$. Here $D$ counts channels; the bond dimension, often also called $D$, is $D+2$.

## Three equivalent conditions

For every $f$ and every $D\ge 0$, the following are equivalent:

1. every Hankel matrix $f(i+j)$, $0\le i,j<n$, has rank at most $D$;
2. $f(r)=u^{T}M^{r}v$ for some $M$, $u$, $v$ of size $D$;
3. one choice of $M$, $u$, $v$ makes the automaton give $H_N$ for all $N$ and all $X_i$, $Y_j$.

A sum of $D$ exponentials $\sum_k w_kz_k^r$ satisfies condition 2 with $M=\mathrm{diag}(z_k)$, $u=w$ and $v=(1,\dots,1)$.

For $D=0$ only $f=0$ qualifies. For $D=1$ the coupling is $u\,m^r v$ with numbers $u,m,v$; at $m=0$ it is a pure nearest-neighbour coupling, since $0^0=1$.

## From bounded rank to a transfer matrix

If $f(r)=u^TM^rv$, then $f(i+j)=(u^TM^i)(M^jv)$. The Hankel matrix is a product of an $n\times D$ and a $D\times n$ matrix, so its rank is at most $D$.

Conversely, assume the rank bound. Let $R_n$ be the space of $c\in\mathbb C^{D+1}$ with
$$\sum_{j=0}^{D}c_jf(i+j)=0\quad\text{for all } i<n .$$
These spaces shrink as $n$ grows, so from some $n$ on they are constant. The first $D+1$ columns of the Hankel matrix of size $n+D+1$ are linearly dependent, which gives a nonzero $c\in R_n$. As $R_n=R_m$ for all $m\ge n$, this relation holds for every $i$.

The relation yields a recurrence $f(i+D)=\sum_{j<D}a_jf(i+j)$, by induction on $D$:

- For $D=0$, $c_0f(i)=0$ with $c_0\neq0$ gives $f=0$.
- If $c_D\ne0$, solve for $f(i+D)$: $a_j=-c_j/c_D$.
- If $c_D=0$ and $D\geq 1$, the remaining coefficients form a shorter nonzero relation. By induction $f(i+D-1)=\sum_{j<D-1}b_jf(i+j)$. Replacing $i$ by $i+1$ gives the recurrence with $a_0=0$ and $a_{j+1}=b_j$.

For $D\ge1$, let $x_r=(f(r),\dots,f(r+D-1))^T$. The companion matrix $C$ shifts the entries up and computes the last one from the recurrence, so $Cx_r=x_{r+1}$ and $x_r=C^rx_0$. The first component reads $f(r)=e_0^TC^rx_0$, where $e_0$ is the first unit vector. For $D=0$ both sides vanish.

## Running the automaton along the chain

After $n$ sites the start row of the MPO is $(1,q_n,H_n)$, where $q_n$ lists the operators waiting in the channels. One more site gives

$$q_{n+1}=Mq_n+vX_n,\qquad H_{n+1}=H_n+\sum_l u_l\,(q_n)_l\,Y_n .$$

From $q_0=0$ it follows that $q_n=\sum_{i<n}M^{n-1-i}v\,X_i$. The terms added to $H_n$ are therefore $\sum_{i<n}u^TM^{n-1-i}v\,X_iY_n$, which are the pairs ending at site $n$.

To return from condition 3 to condition 2, set $X_0=1$, $Y_{r+1}=1$, all other operators to zero, and $N=r+2$. The Hamiltonian becomes $f(r)\,1$ and the automaton gives $u^TM^rv\,1$, so the two numbers agree.

In a calculation with one exponential, the site matrix is

$$W_i=\begin{pmatrix}1&vX_i&0\\0&m&uY_i\\0&0&1\end{pmatrix}.$$

For three sites, the upper right entry of $W_0W_1W_2$ is $uv\,X_0Y_1+uv\,X_1Y_2+umv\,X_0Y_2$. With $K$ fitted exponentials the same construction has bond dimension $K+2$, and the error in the Hamiltonian is the sum $H_N$ with $f$ replaced by the error of the fit.

The coupling $1/(r+1)$, the inverse distance, has the Hilbert matrices as its Hankel matrices. These are invertible at every size, a classical fact not proved here, so no finite $D$ serves all chain lengths.

## Chain, channels and operators in Lean

`hankel f n` is the Hankel matrix, and `coupling M u v r` is $u^TM^rv$ without complex conjugation. `pairHamiltonian f X Y N` is $H_N$, with sites counted from 0. `Bond D` lists start, channels and done; `site` is the site matrix, and `mpo` is the ordered product. The channel block of `site` contains `M k l` in row `l` and column `k`, the transpose of $M$, because the start row multiplies from the left.

The theorem `hankel_rank_le_iff` states the equivalence of conditions 1 and 2, and `exact_mpo_iff` that of 1 and 3. In the latter, `M`, `u` and `v` are chosen before `X`, `Y` and `N`, so one automaton must serve every case. A single fixed chain or a fixed set of operators may therefore allow fewer channels.

The operators are elements of any complex algebra `A` in which $1\neq0$, and need not commute. The step to a real chain is to take `A` as the operators on the whole chain and each $X_i$, $Y_i$ as acting on site $i$ alone; this locality is what turns `site` into a local MPO tensor. Intermediate sites carry the identity, so fermionic sign strings are left out. The theorem concerns this automaton form and gives no lower bound on the bond dimension of other MPOs.

```lean
import Mathlib

open Matrix Finset

namespace HankelAutomatonMPO

noncomputable section

/-- The `n × n` Hankel matrix `f (i + j)` of a coupling sequence. -/
def hankel (f : ℕ → ℂ) (n : ℕ) : Matrix (Fin n) (Fin n) ℂ :=
  Matrix.of fun i j => f (i.val + j.val)

/-- The coupling `uᵀ M ^ r v` carried by `D` channels with transfer matrix `M`. -/
def coupling {D : ℕ} (M : Matrix (Fin D) (Fin D) ℂ) (u v : Fin D → ℂ) (r : ℕ) : ℂ :=
  u ⬝ᵥ (M ^ r *ᵥ v)

/-- The linear relations among `D + 1` successive couplings that hold at the first `n` positions. -/
def relations (f : ℕ → ℂ) (D n : ℕ) : Submodule ℂ (Fin (D + 1) → ℂ) where
  carrier := {c | ∀ i < n, ∑ j, c j * f (i + j.val) = 0}
  add_mem' := by
    intro a b ha hb i hi
    simp only [Pi.add_apply, add_mul, Finset.sum_add_distrib]
    rw [ha i hi, hb i hi, add_zero]
  zero_mem' := by
    intro i _
    simp
  smul_mem' := by
    intro t a ha i hi
    simp only [Pi.smul_apply, smul_eq_mul, mul_assoc, ← Finset.mul_sum]
    rw [ha i hi, mul_zero]

/-- If all Hankel matrices have rank at most `D`, one nonzero linear relation among `D + 1`
successive couplings holds at every position. -/
theorem exists_relation {f : ℕ → ℂ} {D : ℕ} (h : ∀ n, (hankel f n).rank ≤ D) :
    ∃ c : Fin (D + 1) → ℂ, c ≠ 0 ∧ ∀ i, ∑ j, c j * f (i + j.val) = 0 := by
  -- the relation spaces shrink with the window, hence stabilise
  obtain ⟨n, hn⟩ := IsArtinian.monotone_stabilizes (R := ℂ) (M := Fin (D + 1) → ℂ)
    ⟨fun n => OrderDual.toDual (relations f D n), by
      intro a b hab
      show relations f D b ≤ relations f D a
      intro c hc i hi
      exact hc i (lt_of_lt_of_le hi hab)⟩
  -- the first `D + 1` columns of a large Hankel matrix are dependent
  let w : Fin (D + 1) → LinearMap.range (hankel f (n + (D + 1))).mulVecLin := fun j =>
    ⟨fun i => f (i.val + j.val), ⟨Pi.single ⟨j.val, by omega⟩ 1, by
      ext i
      simp [hankel]⟩⟩
  have hw : ¬ LinearIndependent ℂ w := by
    intro hli
    have h1 := hli.fintype_card_le_finrank
    have h2 : Module.finrank ℂ (LinearMap.range (hankel f (n + (D + 1))).mulVecLin) ≤ D :=
      h (n + (D + 1))
    rw [Fintype.card_fin] at h1
    omega
  obtain ⟨c, hc, k, hk⟩ := Fintype.not_linearIndependent_iff.mp hw
  have hcn : c ∈ relations f D n := by
    intro i hi
    have h1 := congrArg Subtype.val hc
    have h2 := congrFun h1 ⟨i, by omega⟩
    simpa [w] using h2
  refine ⟨c, fun h0 => hk (by rw [h0]; rfl), fun i => ?_⟩
  have hs : relations f D n = relations f D (max n (i + 1)) := hn _ (le_max_left _ _)
  rw [hs] at hcn
  exact hcn i (lt_of_lt_of_le (Nat.lt_succ_self i) (le_max_right _ _))

/-- A nonzero relation among `D + 1` successive couplings, valid at every position, yields a linear
recurrence that gives each `f (i + D)` from the `D` couplings before it. -/
theorem exists_recurrence (f : ℕ → ℂ) (D : ℕ) (c : Fin (D + 1) → ℂ) (hc : c ≠ 0)
    (h : ∀ i, ∑ j, c j * f (i + j.val) = 0) :
    ∃ a : Fin D → ℂ, ∀ i, f (i + D) = ∑ j, a j * f (i + j.val) := by
  induction D with
  | zero =>
    have h0 : c 0 ≠ 0 := by
      intro h0
      apply hc
      ext j
      have hj : j = 0 := Fin.fin_one_eq_zero j
      rw [hj]
      exact h0
    refine ⟨0, fun i => ?_⟩
    have hi := h i
    simpa [h0] using hi
  | succ D ih =>
    by_cases hl : c (Fin.last (D + 1)) = 0
    · -- the top coefficient vanishes: use the shorter recurrence one step later
      have hc' : (fun j : Fin (D + 1) => c j.castSucc) ≠ 0 := by
        intro h0
        apply hc
        ext j
        refine Fin.lastCases ?_ (fun k => ?_) j
        · exact hl
        · exact congrFun h0 k
      obtain ⟨a, ha⟩ := ih (fun j => c j.castSucc) hc' (fun i => by
        have hi := h i
        rw [Fin.sum_univ_castSucc, hl, zero_mul, add_zero] at hi
        exact hi)
      refine ⟨Fin.cons 0 a, fun i => ?_⟩
      rw [Fin.sum_univ_succ, show i + (D + 1) = (i + 1) + D by omega, ha (i + 1)]
      simp only [Fin.cons_zero, Fin.cons_succ, zero_mul, zero_add, Fin.val_succ]
      refine Finset.sum_congr rfl fun j _ => ?_
      rw [show i + 1 + j.val = i + (j.val + 1) by omega]
    · -- otherwise solve for the last coupling
      refine ⟨fun j => -(c (Fin.last (D + 1)))⁻¹ * c j.castSucc, fun i => ?_⟩
      have hi := h i
      rw [Fin.sum_univ_castSucc] at hi
      simp only [Fin.val_castSucc, Fin.val_last] at hi
      simp only [mul_assoc, ← Finset.mul_sum]
      rw [eq_neg_of_add_eq_zero_left hi]
      field_simp

/-- The companion matrix of a recurrence with coefficients `a`: if the couplings obey the
recurrence, it shifts a window of `D` successive couplings by one position. -/
def companion {D : ℕ} (a : Fin D → ℂ) : Matrix (Fin D) (Fin D) ℂ :=
  Matrix.of fun i => if h : i.val + 1 < D then Pi.single ⟨i.val + 1, h⟩ 1 else a

/-- For couplings obeying the recurrence, `r` powers of the companion matrix move the
initial window of `D` couplings to position `r`. -/
theorem companion_pow_window {f : ℕ → ℂ} {D : ℕ} {a : Fin D → ℂ}
    (ha : ∀ i, f (i + D) = ∑ j, a j * f (i + j.val)) (r : ℕ) :
    companion a ^ r *ᵥ (fun j => f j.val) = fun j => f (r + j.val) := by
  induction r with
  | zero => simp
  | succ r ih =>
    rw [pow_succ', ← Matrix.mulVec_mulVec, ih]
    ext i
    by_cases h : i.val + 1 < D
    · have e : r + (i.val + 1) = r + 1 + i.val := by omega
      simp [companion, Matrix.mulVec, h, e]
    · have e : r + 1 + i.val = r + D := by omega
      rw [e, ha r]
      simp [companion, Matrix.mulVec, h, dotProduct]

/-- All finite Hankel matrices of `f` have rank at most `D` if and only if
`f r = uᵀ M ^ r v` for some `D × D` matrix `M` and vectors `u`, `v`. -/
theorem hankel_rank_le_iff (f : ℕ → ℂ) (D : ℕ) :
    (∀ n, (hankel f n).rank ≤ D) ↔
      ∃ (M : Matrix (Fin D) (Fin D) ℂ) (u v : Fin D → ℂ), ∀ r, f r = coupling M u v r := by
  constructor
  · intro h
    obtain ⟨c, hc, hrel⟩ := exists_relation h
    obtain ⟨a, ha⟩ := exists_recurrence f D c hc hrel
    cases D with
    | zero => exact ⟨0, 0, 0, fun r => by simpa [coupling] using ha r⟩
    | succ D =>
      refine ⟨companion a, Pi.single 0 1, fun j => f j.val, fun r => ?_⟩
      rw [coupling, companion_pow_window ha]
      simp
  · rintro ⟨M, u, v, h⟩ n
    -- the Hankel matrix factorises through the `D` channels
    have hf : hankel f n = (Matrix.of fun (i : Fin n) (k : Fin D) => (u ᵥ* M ^ i.val) k) *
        (Matrix.of fun (k : Fin D) (j : Fin n) => (M ^ j.val *ᵥ v) k) := by
      ext i j
      change f (i.val + j.val) = (u ᵥ* M ^ i.val) ⬝ᵥ (M ^ j.val *ᵥ v)
      rw [h, coupling, pow_add, ← Matrix.mulVec_mulVec, Matrix.dotProduct_mulVec]
    rw [hf]
    refine (Matrix.rank_mul_le_left _ _).trans ?_
    simpa using Matrix.rank_le_card_width
      (Matrix.of fun (i : Fin n) (k : Fin D) => (u ᵥ* M ^ i.val) k)

/-- A sum of `D` complex exponentials has Hankel matrices of rank at most `D`. -/
theorem exponential_sum_rank_le {D : ℕ} (w z : Fin D → ℂ) (n : ℕ) :
    (hankel (fun r => ∑ k, w k * z k ^ r) n).rank ≤ D := by
  refine (hankel_rank_le_iff _ D).mpr ⟨Matrix.diagonal z, w, fun _ => 1, fun r => ?_⟩ n
  simp [coupling, Matrix.diagonal_pow, Matrix.mulVec_diagonal, dotProduct]

variable {A : Type*} [Ring A] [Algebra ℂ A] {D : ℕ}

/-- The Hamiltonian `∑ f (j - i - 1) X_i Y_j` over pairs `i < j` of a chain of `N` sites. -/
def pairHamiltonian (f : ℕ → ℂ) (X Y : ℕ → A) (N : ℕ) : A :=
  ∑ j ∈ range N, ∑ i ∈ range j, f (j - 1 - i) • (X i * Y j)

/-- The bond states of the automaton: start, `D` channels, done. -/
abbrev Bond (D : ℕ) := Unit ⊕ Fin D ⊕ Unit

/-- The operator-valued site matrix: `x` opens a channel with weights `v`, `M` propagates it,
and `y` closes it with weights `u`. -/
def site (M : Matrix (Fin D) (Fin D) ℂ) (u v : Fin D → ℂ) (x y : A) :
    Matrix (Bond D) (Bond D) A :=
  Matrix.of fun a b => match a, b with
    | .inl _, .inl _ => 1
    | .inl _, .inr (.inl k) => v k • x
    | .inl _, .inr (.inr _) => 0
    | .inr (.inl _), .inl _ => 0
    | .inr (.inl l), .inr (.inl k) => M k l • (1 : A)
    | .inr (.inl l), .inr (.inr _) => u l • y
    | .inr (.inr _), .inl _ => 0
    | .inr (.inr _), .inr (.inl _) => 0
    | .inr (.inr _), .inr (.inr _) => 1

/-- The ordered product of the first `N` site matrices. -/
def mpo (M : Matrix (Fin D) (Fin D) ℂ) (u v : Fin D → ℂ) (X Y : ℕ → A) :
    ℕ → Matrix (Bond D) (Bond D) A
  | 0 => 1
  | n + 1 => mpo M u v X Y n * site M u v (X n) (Y n)

/-- The start row of the MPO holds the identity, the operators waiting in the channels,
and the pair Hamiltonian with coupling `uᵀ M ^ r v`. -/
theorem mpo_start_row (M : Matrix (Fin D) (Fin D) ℂ) (u v : Fin D → ℂ) (X Y : ℕ → A) (n : ℕ) :
    mpo M u v X Y n (.inl ()) (.inl ()) = 1 ∧
    (∀ k, mpo M u v X Y n (.inl ()) (.inr (.inl k)) =
      ∑ i ∈ range n, (M ^ (n - 1 - i) *ᵥ v) k • X i) ∧
    mpo M u v X Y n (.inl ()) (.inr (.inr ())) = pairHamiltonian (coupling M u v) X Y n := by
  induction n with
  | zero => simp [mpo, pairHamiltonian]
  | succ n ih =>
    obtain ⟨h1, h2, h3⟩ := ih
    refine ⟨by simp [mpo, Matrix.mul_apply, site, h1], fun k => ?_, ?_⟩
    · -- channels: propagate the waiting operators and admit the new one
      have key : ∀ (w : Fin D → ℂ) (x : A),
          (M *ᵥ w) k • x = ∑ l, (w l • x) * (M k l • (1 : A)) := by
        intro w x
        simp only [Matrix.mulVec, dotProduct, Finset.sum_smul, smul_mul_smul_comm, mul_one]
        exact Finset.sum_congr rfl fun l _ => by rw [mul_comm]
      have hs : mpo M u v X Y (n + 1) (.inl ()) (.inr (.inl k)) = v k • X n +
          ∑ l, mpo M u v X Y n (.inl ()) (.inr (.inl l)) * (M k l • (1 : A)) := by
        simp [mpo, Matrix.mul_apply, site, h1]
      rw [hs, Finset.sum_range_succ, add_comm (v k • X n)]
      congr 1
      · simp only [h2, Finset.sum_mul]
        rw [Finset.sum_comm]
        refine Finset.sum_congr rfl fun i hi => ?_
        have hi' := Finset.mem_range.mp hi
        rw [show n + 1 - 1 - i = (n - 1 - i) + 1 by omega, pow_succ',
          ← Matrix.mulVec_mulVec, key]
      · simp
    · -- done: close every channel with the new operator
      have hs : mpo M u v X Y (n + 1) (.inl ()) (.inr (.inr ())) =
          ∑ l, mpo M u v X Y n (.inl ()) (.inr (.inl l)) * (u l • Y n) +
          mpo M u v X Y n (.inl ()) (.inr (.inr ())) := by
        simp [mpo, Matrix.mul_apply, site]
      have e : ∑ l, mpo M u v X Y n (.inl ()) (.inr (.inl l)) * (u l • Y n) =
          ∑ i ∈ range n, coupling M u v (n - 1 - i) • (X i * Y n) := by
        simp only [h2, Finset.sum_mul]
        rw [Finset.sum_comm]
        refine Finset.sum_congr rfl fun i _ => ?_
        simp only [coupling, dotProduct, Finset.sum_smul, smul_mul_smul_comm]
        exact Finset.sum_congr rfl fun l _ => by rw [mul_comm]
      rw [hs, h3, e]
      simp only [pairHamiltonian, Finset.sum_range_succ]
      exact add_comm _ _

/-- With `X_0 = 1`, `Y_(r+1) = 1` and all other operators zero, the pair Hamiltonian of `r + 2`
sites is `f r` times the identity. -/
theorem pairHamiltonian_probe (f : ℕ → ℂ) (r : ℕ) :
    pairHamiltonian f (fun i => if i = 0 then (1 : A) else 0)
      (fun j => if j = r + 1 then (1 : A) else 0) (r + 2) = f r • (1 : A) := by
  unfold pairHamiltonian
  rw [Finset.sum_eq_single (r + 1), Finset.sum_eq_single 0]
  · simp
  · intro i _ hi
    simp [hi]
  · intro h
    simp at h
  · intro j _ hj
    simp [hj]
  · intro h
    simp at h

/-- In a nontrivial operator algebra, all Hankel matrices of `f` have rank at most `D` if and
only if one automaton with `D` channels gives the pair Hamiltonian with coupling `f` exactly,
for all operators `X_i`, `Y_j` and all chain lengths. -/
theorem exact_mpo_iff (A : Type*) [Ring A] [Algebra ℂ A] [Nontrivial A] (f : ℕ → ℂ) (D : ℕ) :
    (∀ n, (hankel f n).rank ≤ D) ↔
      ∃ (M : Matrix (Fin D) (Fin D) ℂ) (u v : Fin D → ℂ), ∀ (X Y : ℕ → A) (N : ℕ),
        mpo M u v X Y N (.inl ()) (.inr (.inr ())) = pairHamiltonian f X Y N := by
  rw [hankel_rank_le_iff]
  constructor
  · rintro ⟨M, u, v, h⟩
    refine ⟨M, u, v, fun X Y N => ?_⟩
    rw [(mpo_start_row M u v X Y N).2.2, ← funext h]
  · rintro ⟨M, u, v, h⟩
    refine ⟨M, u, v, fun r => ?_⟩
    have hr := h (fun i => if i = 0 then 1 else 0) (fun j => if j = r + 1 then 1 else 0) (r + 2)
    rw [(mpo_start_row M u v _ _ _).2.2, pairHamiltonian_probe, pairHamiltonian_probe,
      ← Algebra.algebraMap_eq_smul_one, ← Algebra.algebraMap_eq_smul_one] at hr
    exact ((algebraMap ℂ A).injective hr).symm

end

end HankelAutomatonMPO
```

```lean
#print axioms HankelAutomatonMPO.exponential_sum_rank_le
#print axioms HankelAutomatonMPO.exact_mpo_iff
```

```
'HankelAutomatonMPO.exponential_sum_rank_le' depends on axioms: [propext, Classical.choice, Quot.sound]
'HankelAutomatonMPO.exact_mpo_iff' depends on axioms: [propext, Classical.choice, Quot.sound]
```

## Relations, windows and the start row in the code

`exists_relation` obtains the stable window from `IsArtinian.monotone_stabilizes`, applied to the spaces `relations f D n` in reversed order. The columns `w` are placed in the range of the Hankel matrix, whose dimension is at most `D`; independence of `D + 1` vectors there is contradictory, and `Fintype.not_linearIndependent_iff` supplies the coefficients.

`exists_recurrence` is the induction on $D$, with `by_cases` on the top coefficient. `Fin.cons 0 a` is the shorter recurrence with a zero put in front. `companion_pow_window` proves $C^rx_0=x_r$ by induction on $r$, treating the shifted rows and the last row separately. `hankel_rank_le_iff` joins these lemmas in one direction; in the other, `hf` is the factorisation and `Matrix.rank_mul_le_left` bounds the rank. `exponential_sum_rank_le` applies it to a diagonal matrix.

`mpo_start_row` proves all three parts of the start row in a single induction, since the done entry needs the channel entries. In the channel part, `key` expresses one application of $M$ as a sum over channels. In the done part, `e` exchanges the sums over channels and sites and recovers the coupling. `pairHamiltonian_probe` reduces the double sum to one pair, and `exact_mpo_iff` concludes with the injectivity of $z\mapsto z\,1$ from $\mathbb C$ into `A`.
